# As a function of squared frequency, the response of two coupled undamped oscillators of strengths f and g has at most two poles, with nonnegative strengths that sum to f + g

## Two identical oscillators

Take two identical molecules, each with one transition of frequency $a>0$ and oscillator strength $f>0$, driven by the same light field along their parallel transition dipoles. Let their coupling be $-tf$ with $t>0$, so that motion in phase is favoured. The squared frequencies and the coupling form a matrix $C$, and the field drives the pair through a vector $d$:

$$C=\begin{pmatrix}a^2&-tf\\-tf&a^2\end{pmatrix},\qquad d=\sqrt f\begin{pmatrix}1\\1\end{pmatrix},\qquad Cd=(a^2-tf)\,d .$$

Since $d$ is itself an eigenvector, light excites only the in-phase mode. That mode carries the whole strength $d^Td=2f$, and the out-of-phase mode is dark. When the oscillators differ, $d$ generally has a component along both modes, and the question is how the strength is divided.

```lean
import Mathlib

open Matrix

noncomputable section

namespace CoupledDimer
```

## Parameters, matrix and response

The second oscillator now has frequency $b$ and strength $g$. The number $t$ is a geometric factor, not a hopping integral. The structure stores five real numbers without sign conditions; each theorem states the sign conditions that it assumes. Positive $a$ and $b$ are never required.

```lean
/-- Parameters of two coupled oscillators: oscillator strengths `f`, `g`, bare frequencies
`a`, `b`, and the geometric coupling factor `t`. -/
structure Dimer where
  f : ℝ
  g : ℝ
  a : ℝ
  b : ℝ
  t : ℝ
```

The coupling is $\kappa=-t\sqrt{fg}$, which scales with both transition dipoles.

```lean
/-- The coupling `-t √(f g)` between the two transition dipoles. -/
def Dimer.coupling (D : Dimer) : ℝ := -D.t * √(D.f * D.g)
```

It is the off-diagonal element of $C$, whose diagonal holds $a^2$ and $b^2$.

```lean
/-- The matrix `C` of squared frequencies and coupling. -/
def Dimer.stiffness (D : Dimer) : Matrix (Fin 2) (Fin 2) ℝ :=
  !![D.a ^ 2, D.coupling; D.coupling, D.b ^ 2]
```

The driving vector is $d=(\sqrt f,\sqrt g)$. Lean numbers its components 0 and 1.

```lean
/-- The vector `d = (√f, √g)` through which light drives the oscillators. -/
def Dimer.dipole (D : Dimer) : Fin 2 → ℝ := ![√D.f, √D.g]
```

In atomic units and scaled coordinates $x$, a field $E$ of frequency $\omega$ gives $(C-\omega^2)x=dE$, and the induced dipole is $d^Tx$. The variable $z$ stands for the squared frequency $\omega^2$ and may be complex.

```lean
/-- The matrix `C - z` at complex squared frequency `z`. -/
def Dimer.shifted (D : Dimer) (z : ℂ) : Matrix (Fin 2) (Fin 2) ℂ :=
  D.stiffness.map Complex.ofReal - z • (1 : Matrix (Fin 2) (Fin 2) ℂ)
```

The polarisability is therefore $\alpha(z)=d^T(C-z)^{-1}d$, written with the matrix inverse.

```lean
/-- The response `dᵀ (C - z)⁻¹ d`, for `z` not an eigenvalue of `C`. -/
def Dimer.response (D : Dimer) (z : ℂ) : ℂ :=
  (fun i => (D.dipole i : ℂ)) ⬝ᵥ ((D.shifted z)⁻¹ *ᵥ fun i => (D.dipole i : ℂ))
```

The model replaces each real molecule by a single undamped linear oscillator whose transition dipole lies along the field. For a transition dipole $\mu$ the strength is then $f=2a\mu^2$ in atomic units, three times the orientation-averaged oscillator strength $\tfrac23a\mu^2$ that quantum-chemistry codes usually print. With one transition kept per molecule, a $2\times2$ problem of this form occurs in linear-response calculations that yield squared excitation energies. The usual exciton model of a dimer is similar in form, but its matrix holds the excitation energies themselves, not their squares.

## Levels and strengths

Half the distance between the squared mode frequencies is $R=\sqrt{((a^2-b^2)/2)^2+\kappa^2}$. Despite its name, `splitting` is this half-distance.

```lean
/-- Half the distance between the two squared mode frequencies. -/
def Dimer.splitting (D : Dimer) : ℝ :=
  √(((D.a ^ 2 - D.b ^ 2) / 2) ^ 2 + D.coupling ^ 2)
```

The levels are $l_\sigma=(a^2+b^2)/2+\sigma R$, with $\sigma=1$ for the upper mode and $\sigma=-1$ for the lower. They are squared frequencies; a negative lower level, which strong coupling can produce, signals an instability.

```lean
/-- The squared frequency of the upper (`σ = 1`) or lower (`σ = -1`) mode. -/
def Dimer.level (D : Dimer) (σ : ℝ) : ℝ := (D.a ^ 2 + D.b ^ 2) / 2 + σ * D.splitting
```

The mode strengths defined next differ by $T/R$, where $T=(f-g)(a^2-b^2)/2-2tfg$. Despite the name `transfer`, $T$ need not vanish when the coupling does.

```lean
/-- The numerator `T` in the difference `T / R` of the upper and lower mode strengths, where `R` is
half the distance between the squared mode frequencies. -/
def Dimer.transfer (D : Dimer) : ℝ :=
  (D.f - D.g) * (D.a ^ 2 - D.b ^ 2) / 2 - 2 * D.t * D.f * D.g
```

The mode strengths are $F_\sigma=(f+g)/2+\sigma T/(2R)$.

```lean
/-- The oscillator strength of the upper (`σ = 1`) or lower (`σ = -1`) mode, for nonzero
splitting. -/
def Dimer.strength (D : Dimer) (σ : ℝ) : ℝ :=
  (D.f + D.g) / 2 + σ * D.transfer / (2 * D.splitting)
```

For $f,g>0$ and $t\ne0$ we have $\kappa^2=t^2fg>0$. Hence $R>0$, and the division in $F_\sigma$ is a genuine one.

```lean
/-- For positive strengths and nonzero `t` the modes are split, and the squared half-splitting
is the sum of a detuning term and a coupling term. -/
theorem Dimer.splitting_spec (D : Dimer) (hf : 0 < D.f) (hg : 0 < D.g) (ht : D.t ≠ 0) :
    0 < D.splitting ∧
      D.splitting ^ 2 = ((D.a ^ 2 - D.b ^ 2) / 2) ^ 2 + D.t ^ 2 * D.f * D.g := by
  have hk : D.coupling ^ 2 = D.t ^ 2 * D.f * D.g := by
    rw [Dimer.coupling, mul_pow, Real.sq_sqrt (mul_pos hf hg).le]
    ring
  have hpos : 0 < D.t ^ 2 * D.f * D.g := by positivity
  rw [Dimer.splitting, hk]
  exact ⟨Real.sqrt_pos.2 (add_pos_of_nonneg_of_pos (sq_nonneg _) hpos),
    Real.sq_sqrt (add_pos_of_nonneg_of_pos (sq_nonneg _) hpos).le⟩
```

Multiplying by $2R$ gives $2RF_\sigma=(f+g)R+\sigma T$, the form used in the algebra below.

```lean
/-- The mode strength with its denominator cleared, for nonzero splitting. -/
theorem Dimer.strength_mul (D : Dimer) (σ : ℝ) (hR : D.splitting ≠ 0) :
    D.strength σ * (2 * D.splitting) = (D.f + D.g) * D.splitting + σ * D.transfer := by
  rw [Dimer.strength, add_mul, div_mul_cancel₀ _ (mul_ne_zero two_ne_zero hR)]
  ring
```

## The levels are the eigenvalues of C

The levels satisfy $l_1+l_{-1}=a^2+b^2$ and $l_1l_{-1}=((a^2+b^2)/2)^2-R^2=a^2b^2-\kappa^2$. These are the trace and determinant of $C$, so

$$\det(C-z)=(a^2-z)(b^2-z)-\kappa^2=(l_1-z)(l_{-1}-z).$$

The proof establishes both relations over the reals, carries them to the complex numbers and combines them.

```lean
/-- The secular determinant factors into the two levels, which are therefore the eigenvalues
of `C`. -/
theorem Dimer.det_shifted (D : Dimer) (z : ℂ) :
    (D.shifted z).det = (D.level 1 - z) * (D.level (-1) - z) := by
  have hdet : (D.shifted z).det
      = ((D.a : ℂ) ^ 2 - z) * ((D.b : ℂ) ^ 2 - z) - D.coupling * D.coupling := by
    simp [Matrix.det_fin_two, Dimer.shifted, Dimer.stiffness]
  have hR : D.splitting ^ 2 = ((D.a ^ 2 - D.b ^ 2) / 2) ^ 2 + D.coupling ^ 2 :=
    Real.sq_sqrt (add_nonneg (sq_nonneg _) (sq_nonneg _))
  -- product and sum of the levels are determinant and trace of `C`
  have hp' : D.level 1 * D.level (-1) = D.a ^ 2 * D.b ^ 2 - D.coupling * D.coupling := by
    simp only [Dimer.level]
    linear_combination -hR
  have hs' : D.level 1 + D.level (-1) = D.a ^ 2 + D.b ^ 2 := by
    simp only [Dimer.level]
    ring
  have hp : (D.level 1 : ℂ) * D.level (-1)
      = (D.a : ℂ) ^ 2 * (D.b : ℂ) ^ 2 - D.coupling * D.coupling := by exact_mod_cast hp'
  have hs : (D.level 1 : ℂ) + D.level (-1) = (D.a : ℂ) ^ 2 + (D.b : ℂ) ^ 2 := by
    exact_mod_cast hs'
  rw [hdet]
  linear_combination -hp + z * hs
```

## Strengths as squared projections

Let $v$ be a normalised eigenvector with $Cv=l_\sigma v$. Its two rows read $(l_\sigma-a^2)v_0=\kappa v_1$ and $(l_\sigma-b^2)v_1=\kappa v_0$. Multiplying by components of $v$ and using $v_0^2+v_1^2=1$ and $2l_\sigma-a^2-b^2=2\sigma R$ gives

$$2\sigma Rv_0^2=l_\sigma-b^2,\quad 2\sigma Rv_1^2=l_\sigma-a^2,\quad 2\sigma Rv_0v_1=\kappa .$$

Expanding the square and inserting $\sqrt{fg}\,\kappa=-tfg$,

$$2\sigma R(d^Tv)^2=f(l_\sigma-b^2)-2tfg+g(l_\sigma-a^2)=\sigma(f+g)R+T .$$

Multiplying by $\sigma$, with $\sigma^2=1$, and dividing by $2R$ yields $(d^Tv)^2=F_\sigma$. In the code, `hx`, `hy` and `hxy` are the three displayed relations, and the `calc` block is the expansion.

```lean
/-- For positive `f`, `g` and nonzero `t`, the strength of a mode is the squared projection of
the dipole vector on its normalised eigenvector. -/
theorem Dimer.strength_eq_projection (D : Dimer) (hf : 0 < D.f) (hg : 0 < D.g) (ht : D.t ≠ 0)
    {σ : ℝ} (hσ : σ ^ 2 = 1) (v : Fin 2 → ℝ) (hv : v ⬝ᵥ v = 1)
    (hC : D.stiffness *ᵥ v = D.level σ • v) : (D.dipole ⬝ᵥ v) ^ 2 = D.strength σ := by
  have hR := (D.splitting_spec hf hg ht).1.ne'
  have e0 : D.a ^ 2 * v 0 + D.coupling * v 1 = D.level σ * v 0 := by
    simpa [Dimer.stiffness, Matrix.mulVec, dotProduct, Fin.sum_univ_two] using congrFun hC 0
  have e1 : D.coupling * v 0 + D.b ^ 2 * v 1 = D.level σ * v 1 := by
    simpa [Dimer.stiffness, Matrix.mulVec, dotProduct, Fin.sum_univ_two] using congrFun hC 1
  have hn : v 0 * v 0 + v 1 * v 1 = 1 := by
    simpa only [dotProduct, Fin.sum_univ_two] using hv
  have hd : D.dipole ⬝ᵥ v = √D.f * v 0 + √D.g * v 1 := by
    simp [Dimer.dipole, dotProduct, Fin.sum_univ_two]
  have hw : 2 * σ * D.splitting = 2 * D.level σ - D.a ^ 2 - D.b ^ 2 := by
    simp only [Dimer.level]
    ring
  -- the entries of the spectral projector
  have hx : 2 * σ * D.splitting * v 0 ^ 2 = D.level σ - D.b ^ 2 := by
    linear_combination v 0 ^ 2 * hw - v 0 * e0 + v 1 * e1 + (D.level σ - D.b ^ 2) * hn
  have hy : 2 * σ * D.splitting * v 1 ^ 2 = D.level σ - D.a ^ 2 := by
    linear_combination v 1 ^ 2 * hw - v 1 * e1 + v 0 * e0 + (D.level σ - D.a ^ 2) * hn
  have hxy : 2 * σ * D.splitting * (v 0 * v 1) = D.coupling := by
    linear_combination v 0 * v 1 * hw - v 1 * e0 - v 0 * e1 + D.coupling * hn
  have hp : √D.f ^ 2 = D.f := Real.sq_sqrt hf.le
  have hq : √D.g ^ 2 = D.g := Real.sq_sqrt hg.le
  have hk : √D.f * √D.g * D.coupling = -(D.t * D.f * D.g) := by
    rw [Dimer.coupling, Real.sqrt_mul hf.le]
    linear_combination (-D.t * √D.g ^ 2) * hp - D.t * D.f * hq
  apply mul_right_cancel₀ (mul_ne_zero two_ne_zero hR)
  rw [D.strength_mul σ hR, hd]
  calc (√D.f * v 0 + √D.g * v 1) ^ 2 * (2 * D.splitting)
      = σ * (√D.f ^ 2 * (2 * σ * D.splitting * v 0 ^ 2)
          + 2 * (√D.f * √D.g * (2 * σ * D.splitting * (v 0 * v 1)))
          + √D.g ^ 2 * (2 * σ * D.splitting * v 1 ^ 2)) := by
        linear_combination (-(√D.f * v 0 + √D.g * v 1) ^ 2 * (2 * D.splitting)) * hσ
    _ = (D.f + D.g) * D.splitting + σ * D.transfer := by
        rw [hx, hxy, hy, hp, hq, hk]
        simp only [Dimer.level, Dimer.transfer]
        linear_combination (D.f + D.g) * D.splitting * hσ
```

## Product and first moment

Write $\Delta=a^2-b^2$. From the cleared form of the strengths,

$$4R^2F_1F_{-1}=(f+g)^2R^2-T^2=fg\,[(f-g)t+\Delta]^2 .$$

The last equality follows from $R^2=\Delta^2/4+t^2fg$ by expansion; it is `key` in the proof.

```lean
/-- For positive `f`, `g` and nonzero `t`, the product of the two mode strengths, times the
squared full splitting, is `f g ((f - g) t + a² - b²)²`. -/
theorem Dimer.strength_product (D : Dimer) (hf : 0 < D.f) (hg : 0 < D.g) (ht : D.t ≠ 0) :
    D.strength 1 * D.strength (-1) * (2 * D.splitting) ^ 2
      = D.f * D.g * ((D.f - D.g) * D.t + D.a ^ 2 - D.b ^ 2) ^ 2 := by
  obtain ⟨hR, hsq⟩ := D.splitting_spec hf hg ht
  have h1 := D.strength_mul 1 hR.ne'
  have h2 := D.strength_mul (-1) hR.ne'
  have key : D.transfer ^ 2 + D.f * D.g * ((D.f - D.g) * D.t + D.a ^ 2 - D.b ^ 2) ^ 2
      = (D.f + D.g) ^ 2 * D.splitting ^ 2 := by
    rw [hsq, Dimer.transfer]
    ring
  linear_combination (D.strength (-1) * (2 * D.splitting)) * h1
    + ((D.f + D.g) * D.splitting + 1 * D.transfer) * h2 - key
```

Since $F_1+F_{-1}=f+g$ and $R(F_1-F_{-1})=T$,

$$F_1l_1+F_{-1}l_{-1}=\tfrac12(f+g)(a^2+b^2)+T=fa^2+gb^2-2tfg .$$

```lean
/-- First-moment sum rule: for positive `f`, `g` and nonzero `t`, the strengths weighted with
the squared mode frequencies add up to `f a² + g b² - 2 t f g`. -/
theorem Dimer.first_moment (D : Dimer) (hf : 0 < D.f) (hg : 0 < D.g) (ht : D.t ≠ 0) :
    D.strength 1 * D.level 1 + D.strength (-1) * D.level (-1)
      = D.f * D.a ^ 2 + D.g * D.b ^ 2 - 2 * D.t * D.f * D.g := by
  have hR := (D.splitting_spec hf hg ht).1.ne'
  have h1 := D.strength_mul 1 hR
  have h2 := D.strength_mul (-1) hR
  have hs : D.strength 1 + D.strength (-1) = D.f + D.g := by
    simp only [Dimer.strength]
    ring
  simp only [Dimer.transfer] at h1 h2
  simp only [Dimer.level]
  linear_combination (D.a ^ 2 + D.b ^ 2) / 2 * hs + (h1 - h2) / 2
```

## The two-pole response

Two real numbers with nonnegative product and positive sum are both nonnegative (`aux`), so $F_1,F_{-1}\ge0$.

For the response, let $u$ solve $(C-z)u=d$ with $\det(C-z)\ne0$. Eliminating $u_0$ and $u_1$ from the two rows gives

$$\alpha(z)\det(C-z)=f(b^2-z)+g(a^2-z)+2tfg .$$

The proposed partial fractions have the numerator

$$F_1(l_{-1}-z)+F_{-1}(l_1-z)=(f+g)(l_1+l_{-1}-z)-(F_1l_1+F_{-1}l_{-1}),$$

and the trace and the first moment turn this into the same expression. Dividing by the factored determinant,

$$\alpha(z)=\frac{F_1}{l_1-z}+\frac{F_{-1}}{l_{-1}-z}.$$

The theorem states this for every complex $z$ that is not an eigenvalue, real $z$ included, together with the signs and the sum of the strengths. In the proof `hres` is the elimination, and the final `linear_combination` matches the numerators.

```lean
/-- For positive `f`, `g` and nonzero `t`, the response at every complex `z` that is not an
eigenvalue is a sum of two poles at the levels, with nonnegative strengths that add up to
`f + g`. -/
theorem Dimer.response_eq_two_poles (D : Dimer) (hf : 0 < D.f) (hg : 0 < D.g)
    (ht : D.t ≠ 0) :
    (∀ z : ℂ, (D.shifted z).det ≠ 0 →
      D.response z = D.strength 1 / (D.level 1 - z) + D.strength (-1) / (D.level (-1) - z)) ∧
    0 ≤ D.strength 1 ∧ 0 ≤ D.strength (-1) ∧ D.strength 1 + D.strength (-1) = D.f + D.g := by
  have hsum : D.strength 1 + D.strength (-1) = D.f + D.g := by
    simp only [Dimer.strength]
    ring
  have hR := (D.splitting_spec hf hg ht).1
  -- two numbers with nonnegative product and positive sum are nonnegative
  have aux : ∀ x y : ℝ, 0 ≤ x * y → 0 < x + y → 0 ≤ x := by
    intro x y hxy hs
    by_contra h
    have hx := not_le.1 h
    have hy : 0 < y := by linarith
    exact absurd (mul_neg_of_neg_of_pos hx hy) (not_lt_of_ge hxy)
  have hprod : 0 ≤ D.strength 1 * D.strength (-1) := by
    have h : 0 ≤ D.strength 1 * D.strength (-1) * (2 * D.splitting) ^ 2 := by
      rw [D.strength_product hf hg ht]
      positivity
    have hc : 0 < (2 * D.splitting) ^ 2 := by positivity
    exact le_of_mul_le_mul_right (by rw [zero_mul]; exact h) hc
  refine ⟨?_, aux _ _ hprod (by linarith), aux _ (D.strength 1) (by linarith) (by linarith),
    hsum⟩
  intro z hz
  -- the driven amplitudes `u` solve `(C - z) u = d`
  obtain ⟨u, hu⟩ : ∃ u, u = (D.shifted z)⁻¹ *ᵥ fun i => (D.dipole i : ℂ) := ⟨_, rfl⟩
  have hM : D.shifted z *ᵥ u = fun i => (D.dipole i : ℂ) := by
    rw [hu, Matrix.mulVec_mulVec, Matrix.mul_nonsing_inv _ (isUnit_iff_ne_zero.2 hz),
      Matrix.one_mulVec]
  have e0 : ((D.a : ℂ) ^ 2 - z) * u 0 + D.coupling * u 1 = (√D.f : ℝ) := by
    simpa [Dimer.shifted, Dimer.stiffness, Dimer.dipole, Matrix.mulVec, dotProduct,
      Fin.sum_univ_two] using congrFun hM 0
  have e1 : D.coupling * u 0 + ((D.b : ℂ) ^ 2 - z) * u 1 = (√D.g : ℝ) := by
    simpa [Dimer.shifted, Dimer.stiffness, Dimer.dipole, Matrix.mulVec, dotProduct,
      Fin.sum_univ_two] using congrFun hM 1
  have hr : D.response z = (√D.f : ℝ) * u 0 + (√D.g : ℝ) * u 1 := by
    rw [Dimer.response, ← hu]
    simp [Dimer.dipole, dotProduct, Fin.sum_univ_two]
  have hdet : ((D.a : ℂ) ^ 2 - z) * ((D.b : ℂ) ^ 2 - z) - D.coupling * D.coupling
      = (D.level 1 - z) * (D.level (-1) - z) := by
    rw [← D.det_shifted z]
    simp [Matrix.det_fin_two, Dimer.shifted, Dimer.stiffness]
  have hres : D.response z
      * (((D.a : ℂ) ^ 2 - z) * ((D.b : ℂ) ^ 2 - z) - D.coupling * D.coupling)
      = ((√D.f : ℝ) : ℂ) ^ 2 * ((D.b : ℂ) ^ 2 - z)
        - 2 * ((√D.f : ℝ) * (√D.g : ℝ) * D.coupling)
        + ((√D.g : ℝ) : ℂ) ^ 2 * ((D.a : ℂ) ^ 2 - z) := by
    rw [hr]
    linear_combination
      ((√D.f : ℝ) * ((D.b : ℂ) ^ 2 - z) - (√D.g : ℝ) * D.coupling) * e0
      + ((√D.g : ℝ) * ((D.a : ℂ) ^ 2 - z) - (√D.f : ℝ) * D.coupling) * e1
  have hp' : √D.f ^ 2 = D.f := Real.sq_sqrt hf.le
  have hq' : √D.g ^ 2 = D.g := Real.sq_sqrt hg.le
  have hk' : √D.f * √D.g * D.coupling = -(D.t * D.f * D.g) := by
    rw [Dimer.coupling, Real.sqrt_mul hf.le]
    linear_combination (-D.t * √D.g ^ 2) * hp' - D.t * D.f * hq'
  have hl' : D.level 1 + D.level (-1) = D.a ^ 2 + D.b ^ 2 := by
    simp only [Dimer.level]
    ring
  have hp := congrArg Complex.ofReal hp'
  have hq := congrArg Complex.ofReal hq'
  have hk := congrArg Complex.ofReal hk'
  have hl := congrArg Complex.ofReal hl'
  have hs := congrArg Complex.ofReal hsum
  have hm := congrArg Complex.ofReal (D.first_moment hf hg ht)
  push_cast at hp hq hk hl hs hm
  rw [D.det_shifted z] at hz
  have h1 := left_ne_zero_of_mul hz
  have h2 := right_ne_zero_of_mul hz
  -- both sum rules together fix the numerator
  rw [div_add_div _ _ h1 h2, eq_div_iff (mul_ne_zero h1 h2)]
  linear_combination hres - D.response z * hdet + ((D.b : ℂ) ^ 2 - z) * hp
    + ((D.a : ℂ) ^ 2 - z) * hq - 2 * hk - ((D.level 1 : ℂ) + D.level (-1) - z) * hs
    - ((D.f : ℂ) + D.g) * hl + hm
```

## When one mode is dark

A strength vanishes exactly when the product $F_1F_{-1}$ does, that is, when $a^2-b^2=(g-f)t$. This is also the condition for $d$ to be an eigenvector of $C$: the rows of $Cd=\lambda d$ give $\lambda=a^2-tg=b^2-tf$.

```lean
/-- For positive `f`, `g` and nonzero `t`, one of the modes is dark exactly when
`a² - b² = (g - f) t`. -/
theorem Dimer.dark_mode_iff (D : Dimer) (hf : 0 < D.f) (hg : 0 < D.g) (ht : D.t ≠ 0) :
    (D.strength 1 = 0 ∨ D.strength (-1) = 0) ↔ D.a ^ 2 - D.b ^ 2 = (D.g - D.f) * D.t := by
  have hR := (D.splitting_spec hf hg ht).1
  have hprod := D.strength_product hf hg ht
  rw [← mul_eq_zero]
  constructor
  · intro h
    rw [h, zero_mul] at hprod
    have hX := (pow_eq_zero_iff two_ne_zero).1
      ((mul_eq_zero.1 hprod.symm).resolve_left (mul_pos hf hg).ne')
    linarith
  · intro h
    have hX : (D.f - D.g) * D.t + D.a ^ 2 - D.b ^ 2 = 0 := by linarith
    rw [hX, zero_pow two_ne_zero, mul_zero] at hprod
    exact (mul_eq_zero.1 hprod).resolve_right (by positivity)
```

Identical oscillators meet this condition. With $g=f$, $b=a$ and $t>0$ we get $R=tf$ and $T=-2tf^2$, hence $F_1=0$, $F_{-1}=2f$ and $l_{-1}=a^2-tf$, as found at the start. The proof obtains $R=tf$ from $R^2=(tf)^2$ and the positivity of both numbers.

```lean
/-- For identical oscillators with `f > 0` and `t > 0`, the upper mode is dark and the lower
mode, at squared frequency `a² - t f`, carries the strength `2 f`. -/
theorem Dimer.identical_oscillators (D : Dimer) (hf : 0 < D.f) (ht : 0 < D.t)
    (hgf : D.g = D.f) (hba : D.b = D.a) :
    D.strength 1 = 0 ∧ D.strength (-1) = 2 * D.f ∧ D.level (-1) = D.a ^ 2 - D.t * D.f := by
  obtain ⟨hR, hsq⟩ := D.splitting_spec hf (by rw [hgf]; exact hf) ht.ne'
  have hRt : D.splitting = D.t * D.f := by
    have h : (D.splitting - D.t * D.f) * (D.splitting + D.t * D.f) = 0 := by
      rw [hgf, hba] at hsq
      linear_combination hsq
    have hpos : D.splitting + D.t * D.f ≠ 0 := by positivity
    exact sub_eq_zero.1 ((mul_eq_zero.1 h).resolve_right hpos)
  have h2R : 2 * D.splitting ≠ 0 := mul_ne_zero two_ne_zero hR.ne'
  refine ⟨mul_right_cancel₀ h2R ?_, mul_right_cancel₀ h2R ?_, ?_⟩
  · rw [D.strength_mul 1 hR.ne', Dimer.transfer, hRt, hgf, hba]
    ring
  · rw [D.strength_mul (-1) hR.ne', Dimer.transfer, hRt, hgf, hba]
    ring
  · rw [Dimer.level, hRt, hba]
    ring

end CoupledDimer
```

```lean
#print axioms CoupledDimer.Dimer.strength_eq_projection
#print axioms CoupledDimer.Dimer.response_eq_two_poles
#print axioms CoupledDimer.Dimer.dark_mode_iff
#print axioms CoupledDimer.Dimer.identical_oscillators
```

```
'CoupledDimer.Dimer.strength_eq_projection' depends on axioms: [propext, Classical.choice, Quot.sound]
'CoupledDimer.Dimer.response_eq_two_poles' depends on axioms: [propext, Classical.choice, Quot.sound]
'CoupledDimer.Dimer.dark_mode_iff' depends on axioms: [propext, Classical.choice, Quot.sound]
'CoupledDimer.Dimer.identical_oscillators' depends on axioms: [propext, Classical.choice, Quot.sound]
```
